# Shift of the summed orbital energies when an adsorbate orbital overlaps orthonormal metal orbitals

The metal orbitals are taken to be orthonormal among themselves, while the normalized adsorbate orbital may overlap every one of them, so all non-orthogonality sits in one row and one column of the overlap matrix. For this finite, non-interacting model, the file below derives how far the sum of all orbital energies lies from the sum of the uncoupled levels.

```lean
import Mathlib

open Matrix

namespace NewnsAndersonOverlap

noncomputable section

variable {ι : Type*} [Fintype ι] [DecidableEq ι]

/-- The Hamiltonian matrix of an adsorbate level `ea` coupled by `V k` to metal levels `e k`. -/
def hamiltonian (ea : ℝ) (e V : ι → ℝ) : Matrix (Unit ⊕ ι) (Unit ⊕ ι) ℝ :=
  fromBlocks (of fun _ _ => ea) (of fun _ k => V k) (of fun k _ => V k) (diagonal e)

/-- The overlap matrix of a normalized adsorbate orbital with orthonormal metal orbitals,
the overlaps being `s k`. -/
def overlap (s : ι → ℝ) : Matrix (Unit ⊕ ι) (Unit ⊕ ι) ℝ :=
  fromBlocks (of fun _ _ => 1) (of fun _ k => s k) (of fun k _ => s k) 1

/-- The total squared overlap of the adsorbate orbital with the metal orbitals. -/
def sigma (s : ι → ℝ) : ℝ := ∑ k, s k ^ 2

/-- The explicit inverse of the overlap matrix, meant for `sigma s ≠ 1`. -/
def overlapInverse (s : ι → ℝ) : Matrix (Unit ⊕ ι) (Unit ⊕ ι) ℝ :=
  fromBlocks (of fun _ _ => (1 - sigma s)⁻¹) (of fun _ k => -((1 - sigma s)⁻¹ * s k))
    (of fun k _ => -((1 - sigma s)⁻¹ * s k))
    (1 + of fun k l => (1 - sigma s)⁻¹ * s k * s l)

/-- The determinant of the overlap matrix is one minus the total squared overlap. -/
theorem overlap_det (s : ι → ℝ) : (overlap s).det = 1 - sigma s := by
  rw [overlap, det_fromBlocks_one₂₂, det_unique]
  simp [Matrix.mul_apply, sigma, sq]

/-- The overlap matrix is positive definite exactly when the total squared overlap is
below one. -/
theorem overlap_pos_iff (s : ι → ℝ) :
    (∀ x : Unit ⊕ ι → ℝ, x ≠ 0 → 0 < x ⬝ᵥ (overlap s *ᵥ x)) ↔ sigma s < 1 := by
  -- complete the square in the metal amplitudes
  have quad (x : Unit ⊕ ι → ℝ) : x ⬝ᵥ (overlap s *ᵥ x) =
      (1 - sigma s) * x (Sum.inl ()) ^ 2
        + ∑ k, (x (Sum.inr k) + s k * x (Sum.inl ())) ^ 2 := by
    have h : ∑ k, (x (Sum.inr k) + s k * x (Sum.inl ())) ^ 2 =
        ∑ k, x (Sum.inr k) * (s k * x (Sum.inl ()) + x (Sum.inr k))
          + x (Sum.inl ()) * ∑ k, s k * x (Sum.inr k)
          + x (Sum.inl ()) ^ 2 * sigma s := by
      rw [sigma, Finset.mul_sum, Finset.mul_sum, ← Finset.sum_add_distrib,
        ← Finset.sum_add_distrib]
      exact Finset.sum_congr rfl fun k _ => by ring
    simp only [dotProduct, mulVec, Fintype.sum_sum_type, overlap, fromBlocks_apply₁₁,
      fromBlocks_apply₁₂, fromBlocks_apply₂₁, fromBlocks_apply₂₂, of_apply, one_apply,
      Finset.univ_unique, Finset.sum_singleton, PUnit.default_eq_unit, ite_mul, one_mul,
      zero_mul, Finset.sum_ite_eq, Finset.mem_univ, ↓reduceIte]
    linear_combination -h
  constructor
  · intro h
    have h1 := h (Sum.elim (fun _ => 1) (fun k => -s k))
      (fun h0 => one_ne_zero (congrFun h0 (Sum.inl ())))
    rw [quad] at h1
    simp only [Sum.elim_inl, Sum.elim_inr, mul_one, neg_add_cancel] at h1
    norm_num at h1
    exact h1
  · intro h x hx
    rw [quad]
    by_contra hn
    have hn' := not_lt.mp hn
    have hp : 0 ≤ (1 - sigma s) * x (Sum.inl ()) ^ 2 :=
      mul_nonneg (by linarith) (sq_nonneg _)
    have hq : 0 ≤ ∑ k, (x (Sum.inr k) + s k * x (Sum.inl ())) ^ 2 :=
      Finset.sum_nonneg fun k _ => sq_nonneg _
    have ha : x (Sum.inl ()) = 0 := by
      have h0 : (1 - sigma s) * x (Sum.inl ()) ^ 2 = 0 := by linarith
      rcases mul_eq_zero.mp h0 with h1 | h1
      · linarith
      · exact pow_eq_zero_iff two_ne_zero |>.mp h1
    have hs : ∑ k, (x (Sum.inr k) + s k * x (Sum.inl ())) ^ 2 = 0 := by linarith
    apply hx
    funext i
    rcases i with ⟨⟩ | k
    · exact ha
    · have hk := (Finset.sum_eq_zero_iff_of_nonneg (fun k _ => sq_nonneg _)).mp hs k
        (Finset.mem_univ k)
      have hk' := (pow_eq_zero_iff two_ne_zero).mp hk
      rw [ha, mul_zero, add_zero] at hk'
      exact hk'

/-- If the total squared overlap is not one, the explicit matrix `overlapInverse` inverts
the overlap matrix. -/
theorem overlap_mul_inverse (s : ι → ℝ) (hσ : sigma s ≠ 1) :
    overlap s * overlapInverse s = 1 := by
  have hc : (1 - sigma s)⁻¹ * (1 - sigma s) = 1 :=
    inv_mul_cancel₀ (sub_ne_zero.mpr hσ.symm)
  have h1 (c : ℝ) : ∑ k, s k * (c * s k) = c * sigma s := by
    rw [sigma, Finset.mul_sum]
    exact Finset.sum_congr rfl fun k _ => by ring
  have h2 (c : ℝ) (l : ι) : ∑ k, s k * (c * s k * s l) = c * s l * sigma s := by
    rw [sigma, Finset.mul_sum]
    exact Finset.sum_congr rfl fun k _ => by ring
  ext (⟨⟩ | k) (⟨⟩ | l) <;>
    simp only [Matrix.mul_apply, Fintype.sum_sum_type, overlap, overlapInverse,
      fromBlocks_apply₁₁, fromBlocks_apply₁₂, fromBlocks_apply₂₁, fromBlocks_apply₂₂,
      of_apply, Matrix.add_apply, one_apply, Finset.univ_unique, Finset.sum_singleton,
      mul_add, mul_neg, Finset.sum_add_distrib, Finset.sum_neg_distrib, mul_ite, ite_mul,
      mul_one, one_mul, mul_zero, zero_mul, Finset.sum_ite_eq, Finset.sum_ite_eq',
      Finset.mem_univ, ↓reduceIte, reduceCtorEq, Sum.inr.injEq]
  · linear_combination hc - h1 (1 - sigma s)⁻¹
  · linear_combination h2 (1 - sigma s)⁻¹ l - s l * hc
  · ring
  · ring

/-- If the total squared overlap is not one, the overlap matrix is invertible, and
orthogonalization shifts the trace of the Hamiltonian by the stated closed expression. -/
theorem orthogonalization_shift (ea : ℝ) (e V s : ι → ℝ) (hσ : sigma s ≠ 1) :
    IsUnit (overlap s) ∧
      trace ((overlap s)⁻¹ * hamiltonian ea e V) - trace (hamiltonian ea e V) =
        (sigma s * ea + ∑ k, s k ^ 2 * e k - 2 * ∑ k, s k * V k) / (1 - sigma s) := by
  have hd : 1 - sigma s ≠ 0 := sub_ne_zero.mpr hσ.symm
  refine ⟨(isUnit_iff_isUnit_det _).mpr (by rw [overlap_det]; exact hd.isUnit), ?_⟩
  have hc : (1 - sigma s)⁻¹ * (1 - sigma s) = 1 := inv_mul_cancel₀ hd
  have h3 (c : ℝ) : ∑ k, c * s k * V k = c * ∑ k, s k * V k := by
    rw [Finset.mul_sum]
    exact Finset.sum_congr rfl fun k _ => by ring
  have h4 (c : ℝ) : ∑ k, c * s k * s k * e k = c * ∑ k, s k ^ 2 * e k := by
    rw [Finset.mul_sum]
    exact Finset.sum_congr rfl fun k _ => by ring
  -- insert the explicit inverse and collect the diagonal entries
  rw [inv_eq_right_inv (overlap_mul_inverse s hσ)]
  simp only [trace, diag_apply, Matrix.mul_apply, Fintype.sum_sum_type, overlapInverse,
    hamiltonian, fromBlocks_apply₁₁, fromBlocks_apply₁₂, fromBlocks_apply₂₁,
    fromBlocks_apply₂₂, of_apply, Matrix.add_apply, one_apply, diagonal_apply,
    Finset.univ_unique, Finset.sum_singleton, add_mul, neg_mul, Finset.sum_add_distrib,
    Finset.sum_neg_distrib, mul_ite, ite_mul, one_mul, mul_zero, zero_mul,
    Finset.sum_ite_eq', Finset.mem_univ, ↓reduceIte]
  linear_combination h4 (1 - sigma s)⁻¹ - 2 * h3 (1 - sigma s)⁻¹ + ea * hc

/-- For a complete set of `S`-orthonormal orbitals `C` solving `H C = S C ε`, the sum of all
orbital energies is the trace of `S⁻¹ H`. -/
theorem trace_eq_sum_energies {m : Type*} [Fintype m] [DecidableEq m]
    (H S C : Matrix m m ℝ) (ε : m → ℝ) (hC : Cᵀ * S * C = 1)
    (hH : H * C = S * C * diagonal ε) : trace (S⁻¹ * H) = ∑ i, ε i := by
  -- completeness of the orbitals gives the inverse overlap
  have h1 : C * Cᵀ * S = 1 := by
    rw [Matrix.mul_assoc]
    exact mul_eq_one_comm.mp hC
  rw [inv_eq_left_inv h1, Matrix.mul_assoc, trace_mul_comm, Matrix.mul_assoc, hH,
    ← Matrix.mul_assoc, ← Matrix.mul_assoc, hC, Matrix.one_mul, trace_diagonal]

/-- For `S`-orthonormal orbitals solving `H C = S C ε`, the sum of all orbital energies
differs from the sum of the uncoupled levels by the orthogonalization shift. -/
theorem filled_shell_shift (ea : ℝ) (e V s : ι → ℝ)
    (C : Matrix (Unit ⊕ ι) (Unit ⊕ ι) ℝ) (ε : Unit ⊕ ι → ℝ)
    (hC : Cᵀ * overlap s * C = 1)
    (hH : hamiltonian ea e V * C = overlap s * C * diagonal ε) :
    ∑ i, ε i - (ea + ∑ k, e k) =
      (sigma s * ea + ∑ k, s k ^ 2 * e k - 2 * ∑ k, s k * V k) / (1 - sigma s) := by
  -- normalization excludes a singular overlap matrix
  have hσ : sigma s ≠ 1 := by
    intro h
    have hdet := congrArg det hC
    rw [det_mul, det_mul, overlap_det, h] at hdet
    simp at hdet
  have ht : trace (hamiltonian ea e V) = ea + ∑ k, e k := by
    simp [hamiltonian, trace, Fintype.sum_sum_type]
  rw [← trace_eq_sum_energies _ _ C ε hC hH, ← ht]
  exact (orthogonalization_shift ea e V s hσ).2

/-- The in-phase and out-of-phase orbitals of two equal levels with overlap 7/25. -/
def pairOrbitals : Matrix (Unit ⊕ Unit) (Unit ⊕ Unit) ℝ :=
  fromBlocks (of fun _ _ => 5 / 8) (of fun _ _ => 5 / 6)
    (of fun _ _ => 5 / 8) (of fun _ _ => -(5 / 6))

/-- Two equal levels `a` with coupling `v` and overlap 7/25 have the orbitals `pairOrbitals`,
which are `S`-orthonormal and have energies `25 (a + v) / 32` and `25 (a - v) / 18`. -/
theorem filled_shell_shift_witness (a v : ℝ) :
    pairOrbitalsᵀ * overlap (fun _ : Unit => 7 / 25) * pairOrbitals = 1 ∧
      hamiltonian a (fun _ : Unit => a) (fun _ => v) * pairOrbitals =
        overlap (fun _ : Unit => 7 / 25) * pairOrbitals *
          diagonal (Sum.elim (fun _ => 25 * (a + v) / 32) (fun _ => 25 * (a - v) / 18)) := by
  constructor
  · ext (⟨⟩ | ⟨⟩) (⟨⟩ | ⟨⟩) <;>
      norm_num [Matrix.mul_apply, Fintype.sum_sum_type, overlap, pairOrbitals, one_apply] <;>
      simp
  · ext (⟨⟩ | ⟨⟩) (⟨⟩ | ⟨⟩) <;>
      simp only [Matrix.mul_apply, Fintype.sum_sum_type, overlap, hamiltonian, pairOrbitals,
        fromBlocks_apply₁₁, fromBlocks_apply₁₂, fromBlocks_apply₂₁, fromBlocks_apply₂₂,
        of_apply, one_apply, diagonal_apply, Finset.univ_unique, Finset.sum_singleton,
        PUnit.default_eq_unit, reduceCtorEq, ↓reduceIte, Sum.elim_inl, Sum.elim_inr] <;>
      ring

/-- With Wolfsberg–Helmholz couplings of constant `K > 1`, total squared overlap below one,
negative `ea + e k` and some nonzero overlap, the orthogonalization shift is positive. -/
theorem wolfsberg_helmholz_repulsion (ea K : ℝ) (e s : ι → ℝ) (hσ : sigma s < 1)
    (hK : 1 < K) (he : ∀ k, ea + e k < 0) (hs : ∃ k, s k ≠ 0) :
    0 < trace ((overlap s)⁻¹ * hamiltonian ea e (fun k => K * s k * (ea + e k) / 2))
      - trace (hamiltonian ea e (fun k => K * s k * (ea + e k) / 2)) := by
  rw [(orthogonalization_shift ea e _ s hσ.ne).2]
  apply div_pos _ (by linarith)
  -- the numerator is a sum of nonnegative pair repulsions
  have hsum : sigma s * ea + ∑ k, s k ^ 2 * e k
      - 2 * ∑ k, s k * (K * s k * (ea + e k) / 2) =
      ∑ k, (K - 1) * s k ^ 2 * (-(ea + e k)) := by
    rw [sigma, Finset.sum_mul, Finset.mul_sum, ← Finset.sum_add_distrib,
      ← Finset.sum_sub_distrib]
    exact Finset.sum_congr rfl fun k _ => by ring
  rw [hsum]
  obtain ⟨k, hk⟩ := hs
  apply Finset.sum_pos'
  · intro j _
    exact mul_nonneg (mul_nonneg (by linarith) (sq_nonneg _)) (by linarith [he j])
  · exact ⟨k, Finset.mem_univ k,
      mul_pos (mul_pos (by linarith) (pow_pos (abs_pos.mpr hk) 2 |>.trans_eq (sq_abs _)))
        (by linarith [he k])⟩

end

end NewnsAndersonOverlap
```

```lean
#print axioms NewnsAndersonOverlap.overlap_pos_iff
-- 'NewnsAndersonOverlap.overlap_pos_iff' depends on axioms: [propext, Classical.choice, Quot.sound]
#print axioms NewnsAndersonOverlap.orthogonalization_shift
-- 'NewnsAndersonOverlap.orthogonalization_shift' depends on axioms: [propext, Classical.choice, Quot.sound]
#print axioms NewnsAndersonOverlap.filled_shell_shift
-- 'NewnsAndersonOverlap.filled_shell_shift' depends on axioms: [propext, Classical.choice, Quot.sound]
#print axioms NewnsAndersonOverlap.wolfsberg_helmholz_repulsion
-- 'NewnsAndersonOverlap.wolfsberg_helmholz_repulsion' depends on axioms: [propext, Classical.choice, Quot.sound]
```

## The shift and its sign

Let ea be the adsorbate level, e_k the metal levels, V_k the real matrix elements of the Hamiltonian between adsorbate and metal orbital k, and s_k the corresponding overlaps. Write σ = Σ_k s_k² for the total squared overlap. The Hamiltonian matrix H has ea and the e_k on its diagonal and the V_k in the adsorbate row and column. The overlap matrix S has ones on its diagonal and the s_k in the same row and column.

If σ ≠ 1, then S is invertible and

tr(S⁻¹H) − tr H = (σ ea + Σ_k s_k² e_k − 2 Σ_k s_k V_k) / (1 − σ).

This is `orthogonalization_shift`. Its physical range is σ < 1, which `overlap_pos_iff` shows to be equivalent to positive definiteness of S.

The numerator can be regrouped as

2 Σ_k s_k [s_k (ea + e_k)/2 − V_k].

For σ < 1, a metal orbital with s_k > 0 therefore contributes a positive term to the shift when V_k lies below the overlap times the mean of the two levels, and a negative term when V_k lies above. Its overlap also enters the denominator 1 − σ, which scales the terms of all the orbitals. The general formula has no fixed sign. If all overlaps vanish, so does the shift, whatever the couplings: they spread the levels but leave their sum alone.

## From the trace to orbital energies

The orbitals solve HC = SC diag(ε), where the columns of C are the orbital coefficients and the ε_i are their energies. They are normalized by CᵀSC = 1. Under these two conditions, `filled_shell_shift` states that Σ_i ε_i − (ea + Σ_k e_k) equals the expression above. This is the change in the summed orbital energies, per spin, when every orbital is filled.

The Newns–Anderson model is usually applied to a metal band filled up to a Fermi level, often with electron repulsion on the adsorbate. Here the metal has finitely many levels, there is no interaction term, and no partial filling is treated. The result isolates the effect of overlap when every orbital is filled, and says nothing about the bonding energy gained when antibonding states stay empty. Nor does distance appear, so a positive shift is an energy cost relative to fixed reference levels and not yet a repulsive force.

In Lean, the basis is indexed by `Unit ⊕ ι`: the single element of `Unit` labels the adsorbate orbital, and the finite type `ι` labels the metal orbitals. `ι` may be empty, in which case the shift is zero. The definitions `hamiltonian`, `overlap` and `sigma` are H, S and σ. The orbitals in `filled_shell_shift` are supplied as hypotheses `hC` and `hH`; for positive definite S, standard linear algebra provides them.

`filled_shell_shift_witness` gives a concrete case: two equal levels a with coupling v and overlap 7/25. The normalized in-phase orbital has both coefficients 5/8, and the out-of-phase orbital has 5/6 and −5/6. Their energies are 25(a + v)/32 and 25(a − v)/18.

## Inverting the overlap matrix by hand

Eliminating the metal block gives det S = 1 − σ. This is `overlap_det`, where the determinant formula for a block matrix with an identity block does the elimination.

For positivity, take a vector with adsorbate amplitude y and metal amplitudes x_k. Completing the square gives

y² + 2y Σ_k s_k x_k + Σ_k x_k² = (1 − σ)y² + Σ_k (x_k + s_k y)².

If σ < 1, both terms are nonnegative, and they vanish together only when y = 0 and then every x_k = 0. Conversely, y = 1 and x_k = −s_k give the value 1 − σ, which must be positive. This vector is the adsorbate orbital with its metal components projected out, and 1 − σ is its squared norm. In `overlap_pos_iff`, the identity is called `quad`, and the two directions follow this argument.

Now put c = 1/(1 − σ). The entries of S⁻¹ are

adsorbate–adsorbate: c

adsorbate–metal: −c s_k

metal–metal: δ_kl + c s_k s_l,

where δ_kl is 1 for k = l and 0 otherwise. Multiplying S by this matrix gives four kinds of entry:

adsorbate–adsorbate: c − cσ = 1

adsorbate–metal: −c s_l + s_l + cσ s_l = 0

metal–adsorbate: c s_k − c s_k = 0

metal–metal: −c s_k s_l + δ_kl + c s_k s_l = δ_kl.

`overlap_mul_inverse` checks the same four cases. The first two use c(1 − σ) = 1, named `hc`; the last two cancel by `ring`.

Only the diagonal of S⁻¹H enters the trace:

tr(S⁻¹H) = c ea − 2c Σ_k s_k V_k + Σ_k e_k + c Σ_k s_k² e_k.

Subtracting tr H = ea + Σ_k e_k leaves (c − 1)ea in the first term. Since c − 1 = cσ, the stated formula follows. The proof of `orthogonalization_shift` inserts the explicit inverse, expands the trace, and collects the terms with `linear_combination`.

## Why completeness turns the trace into a sum of energies

Since C is square, CᵀSC = 1 also implies CCᵀS = 1, and hence S⁻¹ = CCᵀ. Cyclicity of the trace then gives

tr(S⁻¹H) = tr(CᵀHC) = tr(CᵀSC diag(ε)) = Σ_i ε_i.

This is `trace_eq_sum_energies`, which holds for any finite basis; `mul_eq_one_comm` supplies the reversal of the matrix product. In `filled_shell_shift`, the condition σ ≠ 1 need not be assumed: taking determinants of CᵀSC = 1 would give 0 = 1 if σ were 1.

The same argument covers other one-electron operators. If A is the matrix of such an operator in this basis, the sum of its expectation values over all orbitals is tr(CᵀAC) = tr(S⁻¹A). When A is real and symmetric and, like H, has no entries between different metal orbitals, its shift is given by the same formula with the entries of A in place of ea, e_k and V_k.

## A positive shift with Wolfsberg–Helmholz couplings

One way to obtain a definite sign is to tie the coupling to the overlap. The Wolfsberg–Helmholz form is

V_k = K s_k (ea + e_k)/2.

The empirical constant K sets the strength of the coupling relative to the overlap times the mean level energy. Substitution turns the numerator into

Σ_k (K − 1) s_k² [−(ea + e_k)].

For K > 1 and ea + e_k < 0 for every k, each term is nonnegative, and a nonzero overlap makes at least one strictly positive. With σ < 1 the denominator is positive too, so the shift is positive. `wolfsberg_helmholz_repulsion` proves this for the trace difference by rewriting the numerator as this sum and applying `Finset.sum_pos'`. The condition on ea + e_k depends on the zero of energy; it suits bound levels measured from the vacuum level. The zero can't be moved freely to meet it, because for K ≠ 1 the coupling formula depends on the zero as well: a mere change of zero by w adds w s_k to V_k, whereas the formula adds K w s_k.

## The trace in a non-orthogonal basis code

Many programs using a non-orthogonal local basis solve HC = SC diag(ε) numerically. If such a program keeps the whole basis, discarding no nearly dependent combinations, the sum of all its eigenvalues should agree, within rounding error, with the trace of X obtained from the linear system SX = H, which requires no diagonalization. For the arrowhead matrices treated here, the closed formula provides a third value for comparison. As σ approaches 1 from below, S becomes nearly singular and the comparison grows sensitive to rounding. The check concerns the full spectrum, so it does not test which orbitals the program has occupied.
